# Summing the image potentials at a charge midway between two equal dielectrics

A unit point charge sits in vacuum, midway between two equal dielectric half-spaces a distance L apart, with permittivity ε > 1 and contrast b = (ε − 1)/(ε + 1). Its images form pairs of charge (−b)ⁿ at distance nL on either side, for n = 1, 2, and so on, and in Gaussian units each pair contributes 2(−b)ⁿ/(nL) to the potential at the charge. The lemma `image_series` takes these terms as given and states that they sum to −(2/L) ln(2ε/(ε + 1)), for every real L, though only L > 0 has this physical meaning. The attempt writes the logarithm's argument as 1 + b, multiplies Mathlib's logarithm series by 2/L, and uses `convert` to match the result to the goal.

The failing Lean file:

```lean
import Mathlib

open Filter Topology MeasureTheory Set

namespace DielectricGap

noncomputable section

/-- The dielectric contrast `b = (ε - 1)/(ε + 1)` of an interface between vacuum and a
medium of permittivity `ε`, for `ε ≠ -1`. -/
def contrast (ε : ℝ) : ℝ := (ε - 1) / (ε + 1)

/-- For `ε > 1` the contrast lies strictly between 0 and 1, and `b (ε + 1) = ε - 1`. -/
theorem contrast_bounds {ε : ℝ} (hε : 1 < ε) :
    0 < contrast ε ∧ contrast ε < 1 ∧ contrast ε * (ε + 1) = ε - 1 := by
  have h : 0 < ε + 1 := by linarith
  refine ⟨div_pos (by linarith) h, ?_, div_mul_cancel₀ _ h.ne'⟩
  unfold contrast
  rw [div_lt_one h]
  linarith

/-- The image series sums to `-(2/L) ln(2ε/(ε+1))`. For `L > 0` its terms are the potentials of the
image pairs at the central charge; for `L = 0` both sides are zero by Lean's convention for division
by zero. -/
theorem image_series {ε : ℝ} (hε : 1 < ε) (L : ℝ) :
    HasSum (fun n : ℕ => 2 * (-contrast ε) ^ (n + 1) / ((n + 1) * L))
      (-(2 / L) * Real.log (2 * ε / (ε + 1))) := by
  obtain ⟨hb0, hb1, -⟩ := contrast_bounds hε
  have hr : |-contrast ε| < 1 := by
    rw [abs_neg, abs_of_pos hb0]
    exact hb1
  have hlog : 2 * ε / (ε + 1) = 1 - -contrast ε := by
    have h : ε + 1 ≠ 0 := by linarith
    unfold contrast
    field_simp
    ring
  rw [hlog]
  convert (Real.hasSum_pow_div_log_of_abs_lt_one hr).mul_left (2 / L) using 1
  · funext n
    rw [div_mul_div_comm, mul_comm L]
  · ring

end

end DielectricGap
```

Messages:

```
Main.lean:39:4: error: Tactic `apply` failed: could not unify the conclusion of `@funext`
  ?f = ?g
with the goal
  Real.instAddCommMonoid =
    CommRing.toNonUnitalCommRing.toNonUnitalNonAssocCommRing.toNonUnitalNonAssocSemiring.toAddCommMonoid

Note: The full type of `@funext` is
  ∀ {α : Sort ?u.106} {β : α → Sort ?u.105} {f g : (x : α) → β x}, (∀ (x : α), f x = g x) → f = g

case e'_3
ε : ℝ
hε : 1 < ε
L : ℝ
hb0 : 0 < contrast ε
hb1 : contrast ε < 1
hr : |(-contrast ε)| < 1
hlog : 2 * ε / (ε + 1) = 1 - -contrast ε
⊢ Real.instAddCommMonoid =
    CommRing.toNonUnitalCommRing.toNonUnitalNonAssocCommRing.toNonUnitalNonAssocSemiring.toAddCommMonoid
Try this:
  [apply] ring_nf
  
  The `ring` tactic failed to close the goal. Use `ring_nf` to obtain a normal form.
    
  Note that `ring` works primarily in *commutative* rings. If you have a noncommutative ring, abelian group or module, consider using `noncomm_ring`, `abel` or `module` instead.
Main.lean:41:2: error: unsolved goals
case e'_5
ε : ℝ
hε : 1 < ε
L : ℝ
hb0 : 0 < contrast ε
hb1 : contrast ε < 1
hr : |(-contrast ε)| < 1
hlog : 2 * ε / (ε + 1) = 1 - -contrast ε
⊢ (fun n => -(contrast ε * contrast ε ^ n * (↑n * L + L)⁻¹ * (-1) ^ n * 2)) = fun i =>
    -(contrast ε * contrast ε ^ i * L⁻¹ * (1 + ↑i)⁻¹ * (-1) ^ i * 2)
Main.lean:27:49: error: unsolved goals
case e'_6
ε : ℝ
hε : 1 < ε
L : ℝ
hb0 : 0 < contrast ε
hb1 : contrast ε < 1
hr : |(-contrast ε)| < 1
hlog : 2 * ε / (ε + 1) = 1 - -contrast ε
⊢ -(2 / L) * Real.log (1 - -contrast ε) = 2 / L * -Real.log (1 - -contrast ε)
```

This version goes through:

```diff
@@ -35,9 +35,12 @@
     field_simp
     ring
-  rw [hlog]
-  convert (Real.hasSum_pow_div_log_of_abs_lt_one hr).mul_left (2 / L) using 1
-  · funext n
+  have hf : (fun n : ℕ => 2 * (-contrast ε) ^ (n + 1) / ((n + 1) * L)) =
+      fun n : ℕ => 2 / L * ((-contrast ε) ^ (n + 1) / (n + 1)) := by
+    funext n
     rw [div_mul_div_comm, mul_comm L]
-  · ring
+  have hv : -(2 / L) * Real.log (1 - -contrast ε) =
+      2 / L * -Real.log (1 - -contrast ε) := by ring
+  rw [hlog, hf, hv]
+  exact (Real.hasSum_pow_div_log_of_abs_lt_one hr).mul_left (2 / L)
 
 end
```

Cause. The proof has two bullets after `convert ... using 1`, one for the terms and one for the sum, but `convert` leaves three goals. The first asks that two `AddCommMonoid` structures on the reals be equal. The bullet meant for the terms lands there, and `funext` fails because the goal is not an equation between functions.

Each later goal is then out of step. `ring` gets the equation between the terms and can't close it, since it doesn't split the inverse of the sum `↑n * L + L` into `L⁻¹ * (1 + ↑i)⁻¹`. The equation between the values, which `ring` was meant for, has no bullet left and is reported as unsolved.

The repair states the two intended equations outright, as `hf` and `hv`, and proves them by the same steps as before. Once the goal is rewritten with them, it matches the scaled series except for the `AddCommMonoid` structure. `exact` accepts that difference because the two structures agree by definition, so the extra goal never arises.
